# Field-free rotational diffusion of a linear molecule with D > 0 relaxes the Legendre mode of order l ≥ 1 in the time 1/(l(l+1)D)

## One diffusion constant, many relaxation times

Suppose that the orientation of a molecule in a liquid is seen to relax with a time $\tau$, and $D$ is wanted. If the signal follows the second Legendre polynomial of $\cos\theta$ but is read as if it followed the first, the diffusion constant comes out three times too large. In the diffusion model below the two times are $1/(6D)$ and $1/(2D)$, so a relaxation time does not determine $D$ until its order $l$ is known.

## The model

Let $\theta$ be the angle between the axis of a linear molecule and a fixed direction, and let $x=\cos\theta$. The distribution $u(t,x)$ of orientations is taken to be symmetric about the fixed direction. If the surroundings turn the molecule in many small, random, uncorrelated steps that favour no direction, then

$$\frac{\partial u}{\partial t}=D\,\frac{\partial}{\partial x}\Big((1-x^2)\frac{\partial u}{\partial x}\Big).$$

The constant $D$, an inverse time, stands for the net effect of these random torques and of friction. It is put in by hand, as is the equation itself. Inertia, memory in the torques and unequal diffusion about different molecular axes are left out.

## What is stated

Let $P_l$ be the $l$-th derivative of $(x^2-1)^l$, called `rodrigues l` in the file. It is $2^l\,l!$ times the Legendre polynomial normalised to 1 at $x=1$. For example, $P_1=2x$ and $P_2=12x^2-4$, with normalised forms $x$ and $(3x^2-1)/2$.

- `mode_solves`: for every real $D$ and every $l\ge 0$, the function $e^{-l(l+1)Dt}P_l(x)$ solves the equation.
- `density_solves`: so does every finite sum $u=\sum_{k\in s}c_k\,e^{-k(k+1)Dt}P_k(x)$, called `density D s c`.
- `integral_decay`: for $D>0$ and $l\ge1$, the integral of $e^{-l(l+1)Dt}$ over $t>0$ is $1/(l(l+1)D)$.
- `relaxation_time`: let $M_l(t)=\int_{-1}^{1}P_l\,u\,dx$ be the moment `orderMoment l`. If $D>0$, $l\ge1$, $l\in s$ and $c_l\ne0$, then $M_l(t)/M_l(0)$ has that same time integral. The factor $2^l\,l!$ cancels in the ratio.

To solve the equation means `SolvesDiffusion`: there are functions `ux` and `F` such that `ux` is the $x$-derivative of $u$, `F` is the $x$-derivative of $(1-x^2)\,$`ux`, and $D\,$`F` is the $t$-derivative of $u$. All three derivatives must exist, at all real $t$ and $x$, which includes the physical range $-1\le x\le1$.

The amplitudes $c_k$ are arbitrary real numbers, so a `density` need not be positive or have total probability 1. A sharply defined initial orientation needs infinitely many modes and is not covered. Nor is it shown that every solution is a sum of modes.

For a simulation that starts from an ensemble of partly aligned molecules, the result gives the value to compare with the time integral of the ensemble's moment of order $l\ge1$ divided by its initial value. This requires that the initial value is not zero, that the motion is small-step diffusion with a single $D$, and that neither a field nor ordered surroundings act to align the molecules during the run. The numbers $l(l+1)$ are also the eigenvalues of $\mathbf L^2/\hbar^2$ for a rigid linear rotor, here only for states without dependence on the azimuthal angle.

## From the seed to Legendre's equation

Let $w=(x^2-1)^l$. Then, also for $l=0$,

$$(x^2-1)w'=2l\,x\,w.$$

Differentiating once gives

$$(x^2-1)w''+2(1-l)\,x\,w'-2l\,w=0.$$

This is the case $k=0$ of

$$(x^2-1)w^{(k+2)}+2(k+1-l)\,x\,w^{(k+1)}+(k+1)(k-2l)\,w^{(k)}=0.$$

Differentiating the general line raises every order by one. The middle coefficient becomes $2(k+1-l)+2=2(k+2-l)$, and the last becomes

$$2(k+1-l)+(k+1)(k-2l)=(k+2)(k+1-2l).$$

These are the coefficients for $k+1$, so the line holds for all $k$. At $k=l$ it reads $(x^2-1)P_l''+2xP_l'-l(l+1)P_l=0$, that is,

$$\big((1-x^2)P_l'\big)'=-l(l+1)P_l.$$

Insert $u=e^{-l(l+1)Dt}P_l$ into the diffusion equation. Both sides equal $-l(l+1)D\,u$. The equation is linear, so finite sums of modes solve it too.

## Isolating one exponential

For $l\neq m$ let $G=(1-x^2)(P_lP_m'-P_mP_l')$. By Legendre's equation,

$$G'=\big(l(l+1)-m(m+1)\big)P_lP_m=(l-m)(l+m+1)P_lP_m.$$

Since $G(\pm1)=0$, the integral of $G'$ over $[-1,1]$ vanishes. The prefactor is not zero, so $\int_{-1}^1P_lP_m\,dx=0$.

In the moment of a superposition only the term $k=l$ is left:

$$M_l(t)=c_l\,e^{-l(l+1)Dt}\int_{-1}^1P_l^2\,dx.$$

The remaining integral is positive if $P_l$ is non-zero somewhere. Write $w=(x-1)^l(x+1)^l$. At $x=1$, the only term of the $l$-th derivative that survives has all derivatives acting on $(x-1)^l$, so $P_l(1)=2^l\,l!$. Hence $M_l(0)\neq0$ when $c_l\ne0$, and

$$\int_0^\infty\frac{M_l(t)}{M_l(0)}\,dt=\int_0^\infty e^{-l(l+1)Dt}\,dt=\frac{1}{l(l+1)D}.$$

For $l=0$ the ratio is constant and the integral diverges, so there is no relaxation time. Lean assigns the value 0 both to a divergent integral and to $1/0$, so the formal equation would still hold there, but without meaning. The hypothesis $l\ge1$ excludes this case.

## The Lean file

```lean
import Mathlib

open Polynomial MeasureTheory

namespace RotationalDiffusion

noncomputable section

/-- The polynomial `(x² - 1)^l`. -/
def seed (l : ℕ) : ℝ[X] := (X ^ 2 - 1) ^ l

/-- The `l`-th derivative of `(x² - 1)^l`, an unnormalised Legendre polynomial. -/
def rodrigues (l : ℕ) : ℝ[X] := derivative^[l] (seed l)

/-- The decay rate `l(l+1)D` for rotational diffusion constant `D`. -/
def rate (D : ℝ) (l : ℕ) : ℝ := l * (l + 1) * D

/-- The function `exp(-l(l+1)Dt) P(x)`, with `P` the `l`-th derivative of `(x² - 1)^l`. -/
def mode (D : ℝ) (l : ℕ) (t x : ℝ) : ℝ :=
  Real.exp (-(rate D l * t)) * (rodrigues l).eval x

/-- The function `u(t,x)` satisfies `∂u/∂t = D ∂/∂x((1 - x²) ∂u/∂x)` for all real `t` and `x`,
and the derivatives in the equation exist. -/
def SolvesDiffusion (D : ℝ) (u : ℝ → ℝ → ℝ) : Prop :=
  ∃ ux F : ℝ → ℝ → ℝ,
    (∀ t x, HasDerivAt (fun y => u t y) (ux t x) x) ∧
    (∀ t x, HasDerivAt (fun y => (1 - y ^ 2) * ux t y) (F t x) x) ∧
    (∀ t x, HasDerivAt (fun r => u r x) (D * F t x) t)

/-- A finite superposition of modes with amplitudes `c k`. -/
def density (D : ℝ) (s : Finset ℕ) (c : ℕ → ℝ) (t x : ℝ) : ℝ :=
  ∑ k ∈ s, c k * mode D k t x

/-- The `l`-th orientational moment of `f`: the integral of `P f` over `x = cos θ` from -1 to 1,
with `P` the `l`-th derivative of `(x² - 1)^l`. -/
def orderMoment (l : ℕ) (f : ℝ → ℝ) : ℝ :=
  ∫ x in (-1 : ℝ)..1, (rodrigues l).eval x * f x

/-- Three successive derivatives of `(x² - 1)^l` obey a linear recurrence. -/
theorem seed_recurrence (l k : ℕ) :
    (X ^ 2 - 1) * derivative^[k + 2] (seed l)
      + ((2 * ((k : ℤ) + 1 - l) : ℤ) : ℝ[X]) * (X * derivative^[k + 1] (seed l))
      + ((((k : ℤ) + 1) * (k - 2 * l) : ℤ) : ℝ[X]) * derivative^[k] (seed l) = 0 := by
  have hq : derivative (X ^ 2 - 1 : ℝ[X]) = 2 * X := by
    rw [pow_two, derivative_sub, derivative_mul, derivative_X, derivative_one]
    ring
  -- the first-order equation of the seed
  have hw : (X ^ 2 - 1) * derivative (seed l) = 2 * (l : ℝ[X]) * X * seed l := by
    unfold seed
    induction l with
    | zero => simp
    | succ n ih =>
      rw [pow_succ (X ^ 2 - 1 : ℝ[X]) n, derivative_mul, hq]
      push_cast
      linear_combination (X ^ 2 - 1) * ih
  have aux : ∀ (a b : ℤ) (f g h : ℝ[X]),
      derivative ((X ^ 2 - 1) * f + (a : ℝ[X]) * (X * g) + (b : ℝ[X]) * h)
        = (X ^ 2 - 1) * derivative f + 2 * X * f + (a : ℝ[X]) * (g + X * derivative g)
          + (b : ℝ[X]) * derivative h := by
    intro a b f g h
    simp only [derivative_add, derivative_mul, derivative_intCast, derivative_X, hq]
    ring
  have hW : ∀ j, derivative (derivative^[j] (seed l)) = derivative^[j + 1] (seed l) :=
    fun j => (Function.iterate_succ_apply' _ _ _).symm
  -- each further differentiation raises the order by one
  induction k with
  | zero =>
    have h0 : (X ^ 2 - 1) * derivative (seed l) + ((-2 * (l : ℤ) : ℤ) : ℝ[X]) * (X * seed l)
        + ((0 : ℤ) : ℝ[X]) * 0 = 0 := by
      push_cast
      linear_combination hw
    have h := congrArg derivative h0
    rw [aux, derivative_zero] at h
    change (X ^ 2 - 1) * derivative (derivative (seed l)) + _ * (X * derivative (seed l))
      + _ * seed l = 0
    push_cast at h ⊢
    linear_combination h
  | succ k ih =>
    have h1 : derivative (derivative^[k + 1] (seed l)) = derivative^[k + 2] (seed l) := hW _
    have h2 : derivative (derivative^[k + 2] (seed l)) = derivative^[k + 3] (seed l) := hW _
    have h := congrArg derivative ih
    rw [aux, derivative_zero, h2, h1, hW k] at h
    change (X ^ 2 - 1) * derivative^[k + 3] (seed l) + _ * (X * derivative^[k + 2] (seed l))
      + _ * derivative^[k + 1] (seed l) = 0
    push_cast at h ⊢
    linear_combination h

/-- Legendre's equation: `((1 - x²) P')' = -l(l+1) P`. -/
theorem legendre_equation (l : ℕ) :
    derivative ((1 - X ^ 2) * derivative (rodrigues l))
      = -((l : ℝ[X]) * ((l : ℝ[X]) + 1)) * rodrigues l := by
  have hq : derivative (1 - X ^ 2 : ℝ[X]) = -(2 * X) := by
    rw [pow_two, derivative_sub, derivative_mul, derivative_X, derivative_one]
    ring
  have h1 : derivative (rodrigues l) = derivative^[l + 1] (seed l) :=
    (Function.iterate_succ_apply' _ _ _).symm
  have h2 : derivative (derivative^[l + 1] (seed l)) = derivative^[l + 2] (seed l) :=
    (Function.iterate_succ_apply' _ _ _).symm
  have h := seed_recurrence l l
  rw [derivative_mul, hq, h1, h2]
  unfold rodrigues
  push_cast at h
  linear_combination -h

/-- Each function `exp(-l(l+1)Dt) P(x)` solves the rotational diffusion equation. -/
theorem mode_solves (D : ℝ) (l : ℕ) : SolvesDiffusion D (mode D l) := by
  refine ⟨fun t x => Real.exp (-(rate D l * t)) * (derivative (rodrigues l)).eval x,
    fun t x => Real.exp (-(rate D l * t)) *
      (derivative ((1 - X ^ 2) * derivative (rodrigues l))).eval x, ?_, ?_, ?_⟩
  · intro t x
    exact ((rodrigues l).hasDerivAt x).const_mul _
  · intro t x
    have h := (((1 - X ^ 2) * derivative (rodrigues l)).hasDerivAt x).const_mul
      (Real.exp (-(rate D l * t)))
    refine h.congr_of_eventuallyEq (Filter.Eventually.of_forall fun y => ?_)
    simp only [eval_mul, eval_sub, eval_one, eval_pow, eval_X]
    ring
  · intro t x
    have h := ((((hasDerivAt_id' t).const_mul (rate D l)).fun_neg).exp).mul_const
      ((rodrigues l).eval x)
    refine h.congr_deriv ?_
    simp only [legendre_equation, eval_mul, eval_neg, eval_natCast, eval_add, eval_one, rate]
    ring

/-- Every finite superposition of modes solves the rotational diffusion equation. -/
theorem density_solves (D : ℝ) (s : Finset ℕ) (c : ℕ → ℝ) :
    SolvesDiffusion D (density D s c) := by
  have H : ∀ k, SolvesDiffusion D (mode D k) := mode_solves D
  unfold SolvesDiffusion at H
  choose ux F h1 h2 h3 using H
  refine ⟨fun t x => ∑ k ∈ s, c k * ux k t x, fun t x => ∑ k ∈ s, c k * F k t x, ?_, ?_, ?_⟩
  · intro t x
    exact HasDerivAt.fun_sum (fun k _ => (h1 k t x).const_mul (c k))
  · intro t x
    have h := HasDerivAt.fun_sum (u := s) (fun k _ => (h2 k t x).const_mul (c k))
    refine h.congr_of_eventuallyEq (Filter.Eventually.of_forall fun y => ?_)
    simp only [Finset.mul_sum]
    exact Finset.sum_congr rfl (fun k _ => by ring)
  · intro t x
    have h := HasDerivAt.fun_sum (u := s) (fun k _ => (h3 k t x).const_mul (c k))
    refine h.congr_deriv ?_
    simp only [Finset.mul_sum]
    exact Finset.sum_congr rfl (fun k _ => by ring)

/-- At `x = 1` the `l`-th derivative of `(x² - 1)^l` equals `2^l l!`. -/
theorem rodrigues_at_one (l : ℕ) :
    (rodrigues l).eval 1 = 2 ^ l * (Nat.factorial l : ℝ) := by
  have key : ∀ (n : ℕ) (q : ℝ[X]),
      (derivative^[n] ((X - 1) ^ n * q)).eval 1 = (Nat.factorial n : ℝ) * q.eval 1 := by
    intro n
    induction n with
    | zero => intro q; simp
    | succ n ih =>
      intro q
      have h : derivative ((X - 1) ^ (n + 1) * q)
          = (X - 1) ^ n * (((n : ℝ[X]) + 1) * q + (X - 1) * derivative q) := by
        rw [derivative_mul, derivative_pow_succ]
        simp only [derivative_sub, derivative_X, derivative_one, map_add, map_natCast,
          map_one, sub_zero]
        ring
      rw [Function.iterate_succ_apply, h, ih]
      simp only [eval_add, eval_mul, eval_sub, eval_X, eval_one, eval_natCast,
        Nat.factorial_succ]
      push_cast
      ring
  have hs : seed l = (X - 1) ^ l * (X + 1) ^ l := by
    unfold seed
    rw [← mul_pow]
    congr 1
    ring
  unfold rodrigues
  rw [hs, key]
  simp only [eval_pow, eval_add, eval_X, eval_one]
  ring

/-- The polynomials of two different orders are orthogonal on `[-1, 1]`. -/
theorem orthogonality {l m : ℕ} (h : l ≠ m) :
    orderMoment l (fun x => (rodrigues m).eval x) = 0 := by
  -- the Wronskian flux vanishes at both poles
  let G : ℝ[X] := rodrigues l * ((1 - X ^ 2) * derivative (rodrigues m))
    - rodrigues m * ((1 - X ^ 2) * derivative (rodrigues l))
  have hp : ∀ p q : ℝ[X], derivative (p * q) = derivative p * q + p * derivative q :=
    fun p q => derivative_mul
  have hG : derivative G = ((l : ℝ[X]) * (l + 1) - (m : ℝ[X]) * (m + 1))
      * (rodrigues l * rodrigues m) := by
    change derivative (_ - _) = _
    rw [derivative_sub, hp (rodrigues l), hp (rodrigues m), legendre_equation,
      legendre_equation]
    ring
  have hI := intervalIntegral.integral_eq_sub_of_hasDerivAt (a := (-1 : ℝ)) (b := 1)
    (fun x _ => G.hasDerivAt x) ((derivative G).continuous.intervalIntegrable _ _)
  have hb : G.eval 1 - G.eval (-1) = 0 := by simp [G]
  rw [hb, hG] at hI
  simp only [eval_mul, eval_sub, eval_add, eval_natCast, eval_one,
    intervalIntegral.integral_const_mul] at hI
  refine (mul_eq_zero.mp hI).resolve_left ?_
  intro h0
  have h1 : ((l : ℝ) - m) * ((l : ℝ) + m + 1) = 0 := by linear_combination h0
  have h2 : (l : ℝ) + m + 1 ≠ 0 := by positivity
  exact h (Nat.cast_injective (sub_eq_zero.mp ((mul_eq_zero.mp h1).resolve_right h2)))

/-- The `l`-th moment of a superposition containing order `l` is `exp(-l(l+1)Dt)` times a constant
proportional to the amplitude `c l`. -/
theorem moment_density {s : Finset ℕ} {l : ℕ} (hl : l ∈ s) (D : ℝ) (c : ℕ → ℝ) (t : ℝ) :
    orderMoment l (density D s c t) = Real.exp (-(rate D l * t)) *
      (c l * orderMoment l (fun x => (rodrigues l).eval x)) := by
  have h1 : ∀ x, (rodrigues l).eval x * density D s c t x
      = ∑ k ∈ s, (c k * Real.exp (-(rate D k * t))) *
        ((rodrigues l).eval x * (rodrigues k).eval x) := by
    intro x
    unfold density
    rw [Finset.mul_sum]
    exact Finset.sum_congr rfl (fun k _ => by unfold mode; ring)
  have hint : ∀ k ∈ s, IntervalIntegrable (fun x => (c k * Real.exp (-(rate D k * t))) *
      ((rodrigues l).eval x * (rodrigues k).eval x)) volume (-1) 1 := fun k _ =>
    (continuous_const.mul
      ((rodrigues l).continuous.mul (rodrigues k).continuous)).intervalIntegrable _ _
  simp only [orderMoment, h1]
  rw [intervalIntegral.integral_finsetSum hint]
  simp only [intervalIntegral.integral_const_mul]
  -- orthogonality leaves only the term of order l
  rw [Finset.sum_eq_single_of_mem l hl]
  · ring
  · intro k _ hk
    have ho := orthogonality hk.symm
    simp only [orderMoment] at ho
    rw [ho, mul_zero]

/-- For `l ≥ 1` and `D > 0` the integral of `exp(-l(l+1)Dt)` over `t > 0` is `1/(l(l+1)D)`. -/
theorem integral_decay {D : ℝ} {l : ℕ} (hD : 0 < D) (hl : 1 ≤ l) :
    ∫ t in Set.Ioi (0 : ℝ), Real.exp (-(rate D l * t)) = 1 / (l * (l + 1) * D) := by
  have hl' : (0 : ℝ) < l := by exact_mod_cast hl
  have hr : 0 < rate D l := by unfold rate; positivity
  have h := integral_comp_mul_left_Ioi (fun x : ℝ => Real.exp (-x)) 0 hr
  rw [mul_zero, integral_exp_neg_Ioi_zero, smul_eq_mul, mul_one] at h
  rw [h, one_div, rate]

/-- If order `l ≥ 1` is present in a superposition and `D > 0`, its `l`-th moment divided by the
initial value has time integral `1/(l(l+1)D)`. -/
theorem relaxation_time {D : ℝ} {l : ℕ} {s : Finset ℕ} {c : ℕ → ℝ}
    (hD : 0 < D) (hl : 1 ≤ l) (hs : l ∈ s) (hc : c l ≠ 0) :
    ∫ t in Set.Ioi (0 : ℝ),
      orderMoment l (density D s c t) / orderMoment l (density D s c 0)
        = 1 / (l * (l + 1) * D) := by
  -- the squared norm is positive because the polynomial is nonzero at x = 1
  have h1 : 0 < (rodrigues l).eval 1 := by
    rw [rodrigues_at_one]
    positivity
  have hn : 0 < orderMoment l (fun x => (rodrigues l).eval x) := by
    unfold orderMoment
    exact intervalIntegral.integral_pos (by norm_num)
      ((rodrigues l).continuous.mul (rodrigues l).continuous).continuousOn
      (fun x _ => mul_self_nonneg _) ⟨1, by norm_num, mul_pos h1 h1⟩
  have hr : ∀ t, orderMoment l (density D s c t) / orderMoment l (density D s c 0)
      = Real.exp (-(rate D l * t)) := by
    intro t
    rw [moment_density hs D c t, moment_density hs D c 0, mul_zero, neg_zero, Real.exp_zero,
      one_mul]
    exact mul_div_cancel_right₀ _ (mul_ne_zero hc hn.ne')
  simp only [hr]
  exact integral_decay hD hl

end

end RotationalDiffusion
```

```lean
#print axioms RotationalDiffusion.density_solves
#print axioms RotationalDiffusion.relaxation_time
```

```
'RotationalDiffusion.density_solves' depends on axioms: [propext, Classical.choice, Quot.sound]
'RotationalDiffusion.relaxation_time' depends on axioms: [propext, Classical.choice, Quot.sound]
```

## How the proof follows the derivation

**The recurrence.** In `seed_recurrence`, `hw` is the first-order equation for $w$, proved by induction on $l$. The auxiliary fact `aux` differentiates a general three-term expression of the required shape. An induction on $k$ then applies it repeatedly, and `linear_combination` checks the coefficient identities shown above. The coefficients are integers because $k-2l$ can be negative, and subtraction of natural numbers would stop at zero. `legendre_equation` is the case $k=l$.

**The solutions.** `mode_solves` supplies `ux` and `F` explicitly and verifies the three derivatives. Legendre's equation enters only in the third, where the time derivative has to match. `density_solves` takes the functions belonging to each mode with `choose` and adds them with the weights $c_k$.

**The value at the pole.** `rodrigues_at_one` replaces the product-rule argument by an induction. Its statement `key` says that the $n$-th derivative of $(x-1)^nq$ at $x=1$ is $n!\,q(1)$ for every polynomial $q$. One differentiation turns $(x-1)^{n+1}q$ into $(x-1)^n$ times a new polynomial, to which the induction hypothesis applies.

**Orthogonality and the moment.** `orthogonality` defines the same $G$ and uses the fundamental theorem of calculus. The final lines show that a vanishing prefactor would force $l=m$. `moment_density` exchanges the finite sum with the integral, and `Finset.sum_eq_single_of_mem` keeps the term of order $l$.

**The time integral.** `integral_decay` rescales time by the rate and uses the known integral of $e^{-t}$. In `relaxation_time`, `hn` is the positivity of $\int P_l^2\,dx$: the integrand is continuous, nowhere negative, and positive at $x=1$. The common factor in $M_l(t)/M_l(0)$ then cancels, as `hr` records, and `integral_decay` finishes the proof.
